# Staggering a one-dimensional mesh removes the 1/N error of an omitted q = 0 point for C² periodic integrands

## Two mesh points

The exchange energy of a crystal involves an average over the momentum transfer $q$ between occupied orbitals. The Coulomb factor diverges at $q=0$, so a simple calculation leaves that mesh point out. Two points are enough to show what this does to the average.

Take $f(q)=1+\cos 2\pi q$ on a zone of length 1, with exact average 1. The two-point mesh $q=0,\tfrac12$ has $f(0)=2$ and $f(\tfrac12)=0$. Leaving out $q=0$ while keeping the weight $\tfrac12$ of the other point gives 0, so the error is $1=f(0)/2$. The mesh moved by half a step, $q=\tfrac14,\tfrac34$, has $f=1$ at both points and gives the exact average without ever using $q=0$.

## Where the q = 0 term comes from

In exact exchange, $q=k'-k$ is the difference of two crystal momenta. If both run over the same uniform mesh, $q=0$ occurs. If the second mesh is displaced by half a spacing, it does not.

The model keeps the $q$-average and replaces the exchange integrand by a real function $f$ of one variable, 1-periodic and twice continuously differentiable. The number $f(0)$ stands for a finite contribution that the calculation has dropped. A real solid differs in its dimension and in the smoothness of its integrand. With $N$ mesh points in a three-dimensional zone the spacing shrinks only as $N^{-1/3}$, so an error bound of order spacing squared is no longer smaller than $1/N$. At $q=0$ the bare Coulomb integrand diverges, and even after a singular part has been subtracted the remainder need not be $C^2$. In a metal the sharp Fermi surface adds a difficulty of its own, since the overlap of the occupied region with its copy displaced by $q$ has a kink at $q=0$.

For hybrid-functional calculations the result separates, within this smooth one-dimensional model, the error of a missing point from the ordinary error of a finite mesh.

## Limits for the two meshes

Let $I=\int_0^1 f(q)\,dq$. For $N\ge 1$ and an offset $s$ in units of the mesh spacing, define

$$S_N(s)=\frac1N\sum_{j=0}^{N-1} f\!\left(\frac{j+s}{N}\right),\qquad
O_N=\frac1N\sum_{j=1}^{N-1} f\!\left(\frac jN\right).$$

Then, as $N\to\infty$,

$$N(I-O_N)\to f(0),\qquad N\bigl(I-S_N(\tfrac12)\bigr)\to 0 .$$

The omitted-point mesh therefore has an error of leading size $f(0)/N$, and its scaled error tends to zero exactly when $f(0)=0$. The second limit holds for every fixed offset $s$, including $s=0$. What removes the $1/N$ error is keeping all $N$ points; the half step makes this possible without evaluating $f$ at $q=0$.

## From one cell to the whole zone

**One cell.** Let $M$ be a Lipschitz constant of the slope, $|f'(x)-f'(y)|\le M|x-y|$. Consider a cell with centre $c$ and half-width $r$, and write

$$f(x)=f(c)+f'(c)(x-c)+R(x).$$

The linear term integrates to zero by symmetry, so the first two terms contribute $2r f(c)$. Since $R(c)=0$ and $|R'(t)|=|f'(t)-f'(c)|\le Mr$ in the cell, $|R(x)|\le Mr|x-c|\le Mr^2$. Integrating over the length $2r$ gives

$$\left|\int_{c-r}^{c+r} f\,dx-2r f(c)\right|\le 2Mr^3 .$$

**All cells.** Centre a cell of half-width $r=1/(2N)$ at each point $(j+s)/N$. The $N$ cells join end to end and cover an interval of length 1. By periodicity the integral over it is $I$. Each cell contributes an error of at most $2M/(2N)^3=M/(4N^3)$, so

$$|I-S_N(s)|\le\frac{M}{4N^2}.$$

**Existence of M.** The second derivative $f''$ is continuous, hence bounded on $[0,1]$, and periodic, hence bounded everywhere by the same number. By the mean value inequality this bound serves as $M$. Therefore $N|I-S_N(s)|\le M/(4N)\to0$.

**The missing point.** The unshifted mesh contains $q=0$ with weight $1/N$, so $O_N=S_N(0)-f(0)/N$ and

$$N(I-O_N)=N\bigl(I-S_N(0)\bigr)+f(0)\to f(0).$$

**The staggered points.** If $(j+\tfrac12)/N$ were an integer $n$, then $2j+1=2nN$, an odd number equal to an even one. The staggered mesh thus avoids $q=0$ and all its periodic images.

## Reading the Lean statements

`shiftedMesh f s N` is $S_N(s)$ and `omittedMesh f N` is $O_N$. The index sets `Finset.range N` and `Finset.Ico 1 N` are $0,\dots,N-1$ and $1,\dots,N-1$. Both definitions use the weight $1/N$, so the omitted mesh is not renormalised to its $N-1$ remaining points.

The hypothesis `ContDiff ℝ 2 f` says that $f$ is twice continuously differentiable, and `Function.Periodic f 1` fixes the zone length to 1. The average $I$ is `∫ x in (0 : ℝ)..1, f x`. A limit $N\to\infty$ is written with `Tendsto` and `atTop`, and `𝓝 (f 0)` names the limiting value.

The main theorem, `staggering_removes_omitted_point_error`, is the conjunction of the two limits. The finite-$N$ bound `shifted_mesh_error` asks for less than $C^2$: a derivative everywhere, with Lipschitz constant `M`. There `f'` is a separate function, tied to `f` by `HasDerivAt`.

```lean
import Mathlib

open Filter Topology

namespace StaggeredMesh

noncomputable section

/-- Average of `f` over the `N` mesh points `(j + s) / N`, `j = 0, …, N - 1`, of a uniform
mesh with offset `s` in units of the mesh spacing; the domain is `N > 0`. -/
def shiftedMesh (f : ℝ → ℝ) (s : ℝ) (N : ℕ) : ℝ :=
  1 / (N : ℝ) * ∑ j ∈ Finset.range N, f (((j : ℝ) + s) / N)

/-- Mesh sum of `f` with the point `q = 0` left out but the weight `1 / N` of the other
points unchanged; the domain is `N > 0`. -/
def omittedMesh (f : ℝ → ℝ) (N : ℕ) : ℝ :=
  1 / (N : ℝ) * ∑ j ∈ Finset.Ico 1 N, f ((j : ℝ) / N)

/-- In a cell of half-width `r` centred at `c`, replacing `f` by its central value makes an
error of at most `2 M r ^ 3` in the integral, if the slope of `f` is Lipschitz with
constant `M`. -/
theorem cell_error {f f' : ℝ → ℝ} {M r : ℝ} (hf : ∀ x, HasDerivAt f (f' x) x)
    (hL : ∀ x y, |f' x - f' y| ≤ M * |x - y|) (c : ℝ) (hr : 0 ≤ r) :
    |(∫ x in (c - r)..(c + r), f x) - 2 * r * f c| ≤ 2 * M * r ^ 3 := by
  have hM : 0 ≤ M := by simpa using (abs_nonneg _).trans (hL 1 0)
  have hc : Continuous f := continuous_iff_continuousAt.2 fun x => (hf x).continuousAt
  -- the linear Taylor term integrates to zero over the symmetric cell
  have hlin : ∫ x in (c - r)..(c + r), (f c + f' c * (x - c)) = 2 * r * f c := by
    have hd : ∀ x ∈ Set.uIcc (c - r) (c + r),
        HasDerivAt (fun y => f c * y + f' c * ((y - c) * (y - c)) / 2)
          (f c + f' c * (x - c)) x := by
      intro x _
      have h0 := (hasDerivAt_id' x).sub_const c
      have h1 := (hasDerivAt_id' x).const_mul (f c)
      have h2 := ((h0.fun_mul h0).const_mul (f' c)).div_const 2
      exact (h1.fun_add h2).congr_deriv (by ring)
    rw [intervalIntegral.integral_eq_sub_of_hasDerivAt hd
      (Continuous.intervalIntegrable (by fun_prop) _ _)]
    ring
  -- the Taylor remainder is at most `M r ^ 2` throughout the cell
  have hb : ∀ x ∈ Set.uIoc (c - r) (c + r),
      ‖f x - (f c + f' c * (x - c))‖ ≤ M * r * r := by
    intro x hx
    rw [Set.uIoc_of_le (by linarith)] at hx
    have h := Convex.norm_image_sub_le_of_norm_hasDerivWithin_le
      (f := fun t => f t - f' c * t) (f' := fun t => f' t - f' c)
      (s := Set.Icc (c - r) (c + r)) (C := M * r) (x := c) (y := x)
      (fun t _ => (((hf t).fun_sub ((hasDerivAt_id' t).const_mul (f' c))).congr_deriv
        (by ring)).hasDerivWithinAt)
      (fun t ht => (hL t c).trans (mul_le_mul_of_nonneg_left
        (abs_le.2 ⟨by linarith [ht.1], by linarith [ht.2]⟩) hM))
      (convex_Icc _ _) ⟨by linarith, by linarith⟩ ⟨hx.1.le, hx.2⟩
    calc ‖f x - (f c + f' c * (x - c))‖
        = ‖(f x - f' c * x) - (f c - f' c * c)‖ := by congr 1; ring
      _ ≤ M * r * ‖x - c‖ := h
      _ ≤ M * r * r := mul_le_mul_of_nonneg_left
          (abs_le.2 ⟨by linarith [hx.1], by linarith [hx.2]⟩) (mul_nonneg hM hr)
  rw [← hlin, ← intervalIntegral.integral_sub (hc.intervalIntegrable _ _)
    (Continuous.intervalIntegrable (by fun_prop) _ _)]
  calc _ ≤ M * r * r * |c + r - (c - r)| :=
        intervalIntegral.norm_integral_le_of_norm_le_const hb
    _ = 2 * M * r ^ 3 := by
        rw [show c + r - (c - r) = 2 * r by ring, abs_of_nonneg (by positivity)]
        ring

/-- For a 1-periodic `f` whose slope is Lipschitz with constant `M`, a complete mesh of
`N > 0` points with any offset gives the zone average up to `M / (4 N ^ 2)`. -/
theorem shifted_mesh_error {f f' : ℝ → ℝ} {M : ℝ} (hf : ∀ x, HasDerivAt f (f' x) x)
    (hL : ∀ x y, |f' x - f' y| ≤ M * |x - y|) (hp : Function.Periodic f 1)
    (s : ℝ) {N : ℕ} (hN : 0 < N) :
    |(∫ x in (0 : ℝ)..1, f x) - shiftedMesh f s N| ≤ M / (4 * (N : ℝ) ^ 2) := by
  have hc : Continuous f := continuous_iff_continuousAt.2 fun x => (hf x).continuousAt
  have hN0 : (N : ℝ) ≠ 0 := by positivity
  -- by periodicity the zone is tiled by cells centred at the mesh points
  have hI : ∫ x in (0 : ℝ)..1, f x = ∑ j ∈ Finset.range N,
      ∫ x in (((j : ℝ) + s) / N - 1 / (2 * N))..(((j : ℝ) + s) / N + 1 / (2 * N)), f x := by
    have h1 := intervalIntegral.sum_integral_adjacent_intervals
      (μ := MeasureTheory.volume) (f := f)
      (a := fun k : ℕ => ((k : ℝ) + s) / N - 1 / (2 * N)) (n := N)
      (fun k _ => hc.intervalIntegrable _ _)
    have h2 := hp.intervalIntegral_add_eq 0 ((((0 : ℕ) : ℝ) + s) / N - 1 / (2 * N))
    have h3 : ((N : ℝ) + s) / N - 1 / (2 * N)
        = (((0 : ℕ) : ℝ) + s) / N - 1 / (2 * N) + 1 := by
      rw [add_div, div_self hN0]
      push_cast
      ring
    rw [show (0 : ℝ) + 1 = 1 by norm_num] at h2
    rw [h2, ← h3]
    refine h1.symm.trans (Finset.sum_congr rfl fun j _ => ?_)
    have h4 : (((j + 1 : ℕ) : ℝ) + s) / N - 1 / (2 * N)
        = ((j : ℝ) + s) / N + 1 / (2 * N) := by
      push_cast
      ring
    show (∫ x in (((j : ℝ) + s) / N - 1 / (2 * N))..((((j + 1 : ℕ) : ℝ) + s) / N
      - 1 / (2 * N)), f x) = _
    rw [h4]
  unfold shiftedMesh
  rw [hI, Finset.mul_sum, ← Finset.sum_sub_distrib]
  refine (Finset.abs_sum_le_sum_abs _ _).trans ?_
  calc _ ≤ ∑ _j ∈ Finset.range N, 2 * M * (1 / (2 * (N : ℝ))) ^ 3 := by
        refine Finset.sum_le_sum fun j _ => ?_
        have h := cell_error hf hL (((j : ℝ) + s) / N) (r := 1 / (2 * (N : ℝ)))
          (by positivity)
        rwa [show 2 * (1 / (2 * (N : ℝ))) = 1 / N by ring] at h
    _ = M / (4 * (N : ℝ) ^ 2) := by
        rw [Finset.sum_const, Finset.card_range, nsmul_eq_mul]
        field_simp
        ring

/-- The slope of a twice continuously differentiable 1-periodic function is Lipschitz. -/
theorem slope_lipschitz {f : ℝ → ℝ} (hf : ContDiff ℝ 2 f) (hp : Function.Periodic f 1) :
    ∃ M : ℝ, ∀ x y, |deriv f x - deriv f y| ≤ M * |x - y| := by
  have hper : ∀ g : ℝ → ℝ, Function.Periodic g 1 → Function.Periodic (deriv g) 1 := by
    intro g hg x
    have h : (fun y => g (y + 1)) = g := funext hg
    rw [← deriv_comp_add_const, h]
  have h2 : ContDiff ℝ (1 + 1) f := by rw [one_add_one_eq_two]; exact hf
  have h1 : ContDiff ℝ 1 (deriv f) := (contDiff_succ_iff_deriv.1 h2).2.2
  have hcont : Continuous (deriv (deriv f)) := h1.continuous_deriv (by norm_num)
  -- the curvature is bounded on one period, hence everywhere
  obtain ⟨M, hM⟩ := (isCompact_Icc (a := (0 : ℝ)) (b := 1)).exists_bound_of_continuousOn
    hcont.continuousOn
  refine ⟨M, fun x y => ?_⟩
  refine Convex.norm_image_sub_le_of_norm_deriv_le (s := Set.univ)
    (fun t _ => h1.differentiable (by norm_num) t) (fun t _ => ?_) convex_univ
    (Set.mem_univ y) (Set.mem_univ x)
  obtain ⟨u, hu, htu⟩ := (hper _ (hper _ hp)).exists_mem_Ico₀ one_pos t
  rw [htu]
  exact hM u ⟨hu.1, hu.2.le⟩

/-- For a twice continuously differentiable 1-periodic `f`, the error of the complete mesh
with any fixed offset, multiplied by `N`, tends to zero. -/
theorem shifted_mesh_limit {f : ℝ → ℝ} (hf : ContDiff ℝ 2 f)
    (hp : Function.Periodic f 1) (s : ℝ) :
    Tendsto (fun N : ℕ => (N : ℝ) * ((∫ x in (0 : ℝ)..1, f x) - shiftedMesh f s N))
      atTop (𝓝 0) := by
  obtain ⟨M, hM⟩ := slope_lipschitz hf hp
  have hd : ∀ x, HasDerivAt f (deriv f x) x := fun x =>
    (hf.differentiable (by norm_num) x).hasDerivAt
  refine squeeze_zero_norm' ?_ (tendsto_const_div_atTop_nhds_zero_nat (M / 4))
  filter_upwards [eventually_gt_atTop 0] with N hN
  have hN0 : (N : ℝ) ≠ 0 := by positivity
  rw [Real.norm_eq_abs, abs_mul, abs_of_nonneg (Nat.cast_nonneg N)]
  calc _ ≤ (N : ℝ) * (M / (4 * (N : ℝ) ^ 2)) :=
        mul_le_mul_of_nonneg_left (shifted_mesh_error hd hM hp s hN) (Nat.cast_nonneg N)
    _ = M / 4 / N := by field_simp

/-- Leaving out `q = 0` lowers the unshifted mesh average of `N > 0` points by
`f 0 / N`. -/
theorem omitted_eq (f : ℝ → ℝ) {N : ℕ} (hN : 0 < N) :
    omittedMesh f N = shiftedMesh f 0 N - f 0 / N := by
  unfold omittedMesh shiftedMesh
  rw [Finset.range_eq_Ico, Finset.sum_eq_sum_Ico_succ_bot hN]
  simp only [Nat.cast_zero, add_zero, zero_add, zero_div]
  ring

/-- No point of the half-step staggered mesh with `N > 0` is an integer, that is, `q = 0` or
one of its periodic images. -/
theorem staggered_avoids_origin {N : ℕ} (hN : 0 < N) (j : ℕ) (n : ℤ) :
    ((j : ℝ) + 1 / 2) / N ≠ n := by
  intro h
  have hN0 : (N : ℝ) ≠ 0 := by positivity
  rw [div_eq_iff hN0] at h
  -- an odd integer would equal an even one
  have h1 : 2 * (j : ℝ) + 1 = 2 * ((n : ℝ) * N) := by linarith
  have h2 : 2 * (j : ℤ) + 1 = 2 * (n * (N : ℤ)) := by exact_mod_cast h1
  omega

/-- For a twice continuously differentiable 1-periodic `f`, the error of the mesh without
`q = 0`, multiplied by `N`, tends to `f 0`, while that of the half-step staggered mesh,
multiplied by `N`, tends to zero. -/
theorem staggering_removes_omitted_point_error {f : ℝ → ℝ} (hf : ContDiff ℝ 2 f)
    (hp : Function.Periodic f 1) :
    Tendsto (fun N : ℕ => (N : ℝ) * ((∫ x in (0 : ℝ)..1, f x) - omittedMesh f N))
      atTop (𝓝 (f 0)) ∧
    Tendsto (fun N : ℕ => (N : ℝ) * ((∫ x in (0 : ℝ)..1, f x) - shiftedMesh f (1 / 2) N))
      atTop (𝓝 0) := by
  refine ⟨?_, shifted_mesh_limit hf hp (1 / 2)⟩
  have h := (shifted_mesh_limit hf hp 0).add_const (f 0)
  rw [zero_add] at h
  refine h.congr' ?_
  filter_upwards [eventually_gt_atTop 0] with N hN
  have hN0 : (N : ℝ) ≠ 0 := by positivity
  -- the missing point carries the weight `1 / N`
  have h1 : (N : ℝ) * (f 0 / N) = f 0 := mul_div_cancel₀ (f 0) hN0
  rw [omitted_eq f hN]
  linear_combination -h1

/-- For a twice continuously differentiable 1-periodic `f`, the error of the mesh without
`q = 0`, multiplied by `N`, tends to zero exactly when `f` vanishes at `q = 0`. -/
theorem omission_harmless_iff {f : ℝ → ℝ} (hf : ContDiff ℝ 2 f)
    (hp : Function.Periodic f 1) :
    Tendsto (fun N : ℕ => (N : ℝ) * ((∫ x in (0 : ℝ)..1, f x) - omittedMesh f N))
      atTop (𝓝 0) ↔ f 0 = 0 := by
  have h := (staggering_removes_omitted_point_error hf hp).1
  exact ⟨fun h0 => tendsto_nhds_unique h h0, fun h0 => by rwa [h0] at h⟩

end

end StaggeredMesh
```

```lean
#print axioms StaggeredMesh.staggered_avoids_origin
#print axioms StaggeredMesh.staggering_removes_omitted_point_error
#print axioms StaggeredMesh.omission_harmless_iff
```

```
'StaggeredMesh.staggered_avoids_origin' depends on axioms: [propext, Classical.choice, Quot.sound]
'StaggeredMesh.staggering_removes_omitted_point_error' depends on axioms: [propext, Classical.choice, Quot.sound]
'StaggeredMesh.omission_harmless_iff' depends on axioms: [propext, Classical.choice, Quot.sound]
```

## Cell bound, tiling and limits in the proof

`cell_error` is the one-cell estimate. Its step `hlin` integrates the linear Taylor polynomial by means of an explicit antiderivative. Its step `hb` bounds the remainder by applying the mean value inequality to $f(t)-f'(c)\,t$, whose derivative is $f'(t)-f'(c)$. The closing calculation multiplies the bound $Mr^2$ by the cell length $2r$.

`shifted_mesh_error` carries out the tiling. In `hI`, the lemma `intervalIntegral.sum_integral_adjacent_intervals` joins the cells, and `hp.intervalIntegral_add_eq` moves the resulting unit interval back to $[0,1]$. The identities `h3` and `h4` check that the last endpoint lies one period after the first and that neighbouring cells meet. The triangle inequality for sums then reduces the total error to $N$ uses of `cell_error`.

`slope_lipschitz` supplies $M$. It first shows that the derivative of a periodic function is periodic and uses this twice to reach $f''$. Compactness of $[0,1]$ gives the bound, and `exists_mem_Ico₀` brings an arbitrary point back into one period.

`shifted_mesh_limit` combines these two results. The tactic `filter_upwards` restricts attention to $N>0$, and `squeeze_zero_norm'` compares the scaled error with $M/(4N)$.

`omitted_eq` splits the $j=0$ term off the full sum. The main theorem takes its second limit directly from `shifted_mesh_limit` at offset $\tfrac12$. For the first it uses offset 0, adds the constant $f(0)$ to the limit, and identifies the two sequences for $N>0$ through `omitted_eq`.

The other two theorems are short. `staggered_avoids_origin` clears the denominator, passes to integers and leaves the parity contradiction to `omega`. `omission_harmless_iff` uses uniqueness of limits in one direction: a sequence that tends to both $f(0)$ and 0 forces $f(0)=0$. In the other direction it substitutes $f(0)=0$ into the limit already found.
